# The Taylor error of exp(-itH)x for bounded Hermitian H, without an exponential factor

How far is a Taylor sum through order $N$ from the evolved state $e^{-itH}x$? An answer depends on what kind of object the Hamiltonian $H$ is, and here it is a time-independent, bounded Hermitian operator on a complex Hilbert space, with $\hbar=1$. Boundedness enters through a real number $c$ with $\|Hy\|\le c\|y\|$ for all $y$. Physically, $c$ limits the magnitude of the energies; for a Hermitian matrix, any number at least as large as every $|\text{eigenvalue}|$ will do. The error is then at most
$$\frac{(c|t|)^{N+1}}{(N+1)!}\,\|x\|.$$

This gives a way to choose order and time step when a quantum state is propagated with a fixed Hamiltonian matrix in a finite orthonormal basis. The bound assumes exact arithmetic. When $c|t|$ is large, single terms of the sum can be far larger than the result, and their cancellation then magnifies rounding errors. Shorter steps avoid this magnification, but ordinary rounding errors remain. The passage from an unbounded Hamiltonian, such as one with the full kinetic energy, to that matrix needs its own error estimate.

## States, propagator and Taylor sum

```lean
import Mathlib

open Finset

namespace TaylorPropagation

noncomputable section

variable {E : Type*} [NormedAddCommGroup E] [InnerProductSpace ℂ E]
```

The states are vectors of `E`, a complex inner product space of any dimension. They need not be normalised.

```lean
/-- The propagator `exp(-itH)` of a bounded operator `H`, when the space `E` is complete. -/
def propagator (H : E →L[ℂ] E) (t : ℝ) : E →L[ℂ] E :=
  NormedSpace.exp ((-(Complex.I * (t : ℂ))) • H)
```

`E →L[ℂ] E` is the type of continuous, that is bounded, linear operators on `E`. The definition reads $U(t)=e^{-itH}$ for real $t$; the symbol `•` multiplies an operator or vector by a number.

```lean
/-- The Taylor sum of `exp(-itH)` through order `N`. -/
def taylorPropagator (H : E →L[ℂ] E) (N : ℕ) (t : ℝ) : E →L[ℂ] E :=
  ∑ k ∈ range (N + 1), ((-(Complex.I * (t : ℂ))) ^ k / (k.factorial : ℂ)) • H ^ k
```

This is $T_N(t)=\sum_{k=0}^{N}\frac{(-it)^k}{k!}H^k$. The set `range (N + 1)` contains $0,\dots,N$, so $N$ is the highest power kept.

```lean
/-- The factorial identity `(n+1)/(n+1)! = 1/n!`. -/
private theorem succ_div_factorial {K : Type*} [Field K] [CharZero K] (n : ℕ) :
    ((n + 1 : ℕ) : K) / ((n + 1).factorial : K) = 1 / (n.factorial : K) := by
  have h : ((n + 1 : ℕ) : K) ≠ 0 := Nat.cast_ne_zero.2 n.succ_ne_zero
  have h' : (n.factorial : K) ≠ 0 := Nat.cast_ne_zero.2 n.factorial_ne_zero
  rw [Nat.factorial_succ, Nat.cast_mul, div_eq_div_iff (mul_ne_zero h h') h']
  ring
```

In a Lean theorem, the claim stands between the colon outside all brackets and `:=`, and the proof follows. This one is $(n+1)/(n+1)!=1/n!$, needed whenever a Taylor term is differentiated.

```lean
/-- The function `-(i s)` of real time `s` has derivative `-i`. -/
private theorem hasDerivAt_phase (t : ℝ) :
    HasDerivAt (fun s : ℝ => -(Complex.I * (s : ℂ))) (-Complex.I) t := by
  have h0 := (hasDerivAt_id' t).ofReal_comp
  exact (h0.const_mul Complex.I).fun_neg.congr_deriv (by simp)
```

`HasDerivAt f a t` says that $f$ is differentiable at $t$ with derivative $a$. Here $\frac{d}{ds}(-is)=-i$.

## Norm conservation and a growth estimate

```lean
/-- Every solution of the Schrödinger equation `ψ' = -iHψ` with Hermitian `H` keeps its norm. -/
theorem norm_conserved {H : E →L[ℂ] E} (hH : (H : E →ₗ[ℂ] E).IsSymmetric) {ψ : ℝ → E}
    (hψ : ∀ t, HasDerivAt ψ ((-Complex.I) • H (ψ t)) t) (t : ℝ) : ‖ψ t‖ = ‖ψ 0‖ := by
  have hd : ∀ s, HasDerivAt (fun r => inner ℂ (ψ r) (ψ r)) 0 s := fun s => by
    have h : inner ℂ (H (ψ s)) (ψ s) = inner ℂ (ψ s) (H (ψ s)) := hH (ψ s) (ψ s)
    refine ((hψ s).inner ℂ (hψ s)).congr_deriv ?_
    rw [inner_smul_left, inner_smul_right, h]
    simp
  have hconst : inner ℂ (ψ t) (ψ t) = inner ℂ (ψ 0) (ψ 0) :=
    is_const_of_deriv_eq_zero (fun s => (hd s).differentiableAt) (fun s => (hd s).deriv) t 0
  have h2 : ‖ψ t‖ ^ 2 = ‖ψ 0‖ ^ 2 := by
    rw [← inner_self_eq_norm_sq (𝕜 := ℂ) (ψ t), ← inner_self_eq_norm_sq (𝕜 := ℂ) (ψ 0), hconst]
  exact (sq_eq_sq₀ (norm_nonneg _) (norm_nonneg _)).1 h2
```

The hypothesis `IsSymmetric` is Hermiticity, $\langle Hx,y\rangle=\langle x,Hy\rangle$. The inner product is conjugate-linear in its first argument, so a solution of $\psi'=-iH\psi$ satisfies
$$\frac{d}{dt}\langle\psi,\psi\rangle=\langle\psi,-iH\psi\rangle+\langle -iH\psi,\psi\rangle=-i\langle\psi,H\psi\rangle+i\langle H\psi,\psi\rangle=0.$$
Lean proves this as `hd`, concludes in `hconst` that $\langle\psi,\psi\rangle$ is constant, and takes the square root.

```lean
/-- If a vector function vanishes at time zero and its derivative is bounded by
`c (c|s|)^n/n! M`, then the function is bounded by `(c|t|)^(n+1)/(n+1)! M`. -/
theorem norm_le_of_deriv {f f' : ℝ → E} {c M : ℝ} (n : ℕ)
    (hf : ∀ s, HasDerivAt f (f' s) s) (h0 : f 0 = 0)
    (hb : ∀ s, ‖f' s‖ ≤ c * ((c * |s|) ^ n / (n.factorial : ℝ) * M)) (t : ℝ) :
    ‖f t‖ ≤ (c * |t|) ^ (n + 1) / ((n + 1).factorial : ℝ) * M := by
  have hB : ∀ s : ℝ, HasDerivAt (fun r => (c * r) ^ (n + 1) / ((n + 1).factorial : ℝ) * M)
      (c * ((c * s) ^ n / (n.factorial : ℝ) * M)) s := fun s => by
    refine (((((hasDerivAt_id' s).const_mul c).fun_pow (n + 1)).div_const _).mul_const
      M).congr_deriv ?_
    simp only [add_tsub_cancel_right]
    linear_combination ((c * s) ^ n * c * M) * succ_div_factorial (K := ℝ) n
  -- forward times, by the mean value inequality
  have half : ∀ g g' : ℝ → E, (∀ s, HasDerivAt g (g' s) s) → g 0 = 0 →
      (∀ s, ‖g' s‖ ≤ c * ((c * |s|) ^ n / (n.factorial : ℝ) * M)) → ∀ r, 0 ≤ r →
      ‖g r‖ ≤ (c * r) ^ (n + 1) / ((n + 1).factorial : ℝ) * M := by
    intro g g' hg g0 hg' r hr
    exact image_norm_le_of_norm_deriv_right_le_deriv_boundary (a := 0) (b := r)
      (fun s _ => (hg s).continuousAt.continuousWithinAt)
      (fun s _ => (hg s).hasDerivWithinAt) (by simp [g0]) hB
      (fun s hs => by have h := hg' s; rwa [abs_of_nonneg hs.1] at h) ⟨hr, le_rfl⟩
  rcases le_total 0 t with ht | ht
  · rw [abs_of_nonneg ht]
    exact half f f' hf h0 hb t ht
  · -- backward times, by reflection
    rw [abs_of_nonpos ht]
    have h := half (fun s => f (-s)) (fun s => -f' (-s))
      (fun s => ((hf (-s)).scomp s (hasDerivAt_neg' s)).congr_deriv (by simp))
      (by simp [h0]) (fun s => by simpa only [norm_neg, abs_neg] using hb (-s))
      (-t) (by linarith)
    simpa only [neg_neg] using h
```

Let $f(0)=0$ and $\|f'(s)\|\le c\,\frac{(c|s|)^n}{n!}M$, where $M$ is a fixed real number. For $t\ge0$ a physicist would integrate:
$$\|f(t)\|\le\int_0^t c\,\frac{(cs)^n}{n!}M\,ds=\frac{(ct)^{n+1}}{(n+1)!}M.$$
Lean uses a mean value inequality instead: `hB` checks that the right-hand side has the required derivative, and `half` compares it with $\|f\|$. For $t\le0$ the same argument is applied to $s\mapsto f(-s)$.

## How the Taylor sums are linked

```lean
/-- Raising the Taylor order by one adds the term `(-it)^(N+1)/(N+1)! H^(N+1) x`. -/
theorem taylorPropagator_succ (H : E →L[ℂ] E) (N : ℕ) (t : ℝ) (x : E) :
    taylorPropagator H (N + 1) t x = taylorPropagator H N t x +
      ((-(Complex.I * (t : ℂ))) ^ (N + 1) / ((N + 1).factorial : ℂ)) • (H ^ (N + 1)) x := by
  rw [taylorPropagator, sum_range_succ]
  rfl
```

Splitting off the last term of the sum gives
$$T_{N+1}(t)x=T_N(t)x+\frac{(-it)^{N+1}}{(N+1)!}H^{N+1}x.$$

```lean
/-- The Taylor sum of order `N+1` has time derivative `-iH` times the Taylor sum of order `N`. -/
theorem taylorPropagator_deriv (H : E →L[ℂ] E) (N : ℕ) (x : E) (t : ℝ) :
    HasDerivAt (fun s => taylorPropagator H (N + 1) s x)
      ((-Complex.I) • H (taylorPropagator H N t x)) t := by
  have hterm : ∀ k : ℕ, HasDerivAt (fun s : ℝ =>
      ((-(Complex.I * (s : ℂ))) ^ (k + 1) / ((k + 1).factorial : ℂ)) • (H ^ (k + 1)) x)
      ((-Complex.I) • H (((-(Complex.I * (t : ℂ))) ^ k / (k.factorial : ℂ)) • (H ^ k) x)) t := by
    intro k
    refine ((((hasDerivAt_phase t).fun_pow (k + 1)).div_const _).smul_const _).congr_deriv ?_
    have hp : (H ^ (k + 1)) x = H ((H ^ k) x) := by rw [pow_succ']; rfl
    rw [hp, map_smul, smul_smul]
    congr 1
    simp only [add_tsub_cancel_right]
    generalize -(Complex.I * (t : ℂ)) = z
    linear_combination (-Complex.I * z ^ k) * succ_div_factorial (K := ℂ) k
  induction N with
  | zero =>
    simp only [taylorPropagator_succ]
    simpa [taylorPropagator] using (hterm 0).const_add x
  | succ N ih =>
    simp only [taylorPropagator_succ H (N + 1)]
    refine (ih.fun_add (hterm (N + 1))).congr_deriv ?_
    rw [← smul_add, ← map_add, ← taylorPropagator_succ]
```

Differentiating a single term gives
$$\frac{d}{dt}\frac{(-it)^{k+1}}{(k+1)!}H^{k+1}x=-iH\,\frac{(-it)^k}{k!}H^kx,$$
which is `hterm`. The term of order zero is constant. Adding the others, by induction on $N$, yields $\frac{d}{dt}T_{N+1}(t)x=-iH\,T_N(t)x$.

```lean
variable [CompleteSpace E]

/-- The propagated state `exp(-itH)x` solves the Schrödinger equation. -/
theorem propagator_schrodinger (H : E →L[ℂ] E) (x : E) (t : ℝ) :
    HasDerivAt (fun s => propagator H s x) ((-Complex.I) • H (propagator H t x)) t := by
  have he := hasDerivAt_exp_smul_const' H (-(Complex.I * (t : ℂ)))
  have hx := he.clm_apply (hasDerivAt_const (-(Complex.I * (t : ℂ))) x)
  have h0 := hx.scomp t (hasDerivAt_phase t)
  have h : HasDerivAt (fun s : ℝ => propagator H s x) _ t := h0
  exact h.congr_deriv (by simp [propagator])
```

`CompleteSpace E` makes `E` a Hilbert space; in finite dimension it holds automatically. The derivative of the operator exponential and the chain rule give $\frac{d}{dt}U(t)x=-iH\,U(t)x$.

```lean
/-- For Hermitian `H` the propagator preserves the norm of every state. -/
theorem norm_propagator {H : E →L[ℂ] E} (hH : (H : E →ₗ[ℂ] E).IsSymmetric) (t : ℝ) (x : E) :
    ‖propagator H t x‖ = ‖x‖ := by
  rw [norm_conserved hH (propagator_schrodinger H x) t]
  simp [propagator, NormedSpace.exp_zero]
```

Since $U(t)x$ solves the Schrödinger equation and $U(0)x=x$, norm conservation gives $\|U(t)x\|=\|x\|$.

## The error bound

```lean
/-- **Taylor propagation error.** For Hermitian `H` with `‖Hy‖ ≤ c‖y‖` for all `y`, the Taylor sum
through order `N` misses `exp(-itH)x` by at most `(c|t|)^(N+1)/(N+1)! ‖x‖`. -/
theorem taylor_error {H : E →L[ℂ] E} (hH : (H : E →ₗ[ℂ] E).IsSymmetric) {c : ℝ}
    (hc : ∀ y, ‖H y‖ ≤ c * ‖y‖) (N : ℕ) (t : ℝ) (x : E) :
    ‖propagator H t x - taylorPropagator H N t x‖ ≤
      (c * |t|) ^ (N + 1) / ((N + 1).factorial : ℝ) * ‖x‖ := by
  rcases eq_or_ne x 0 with rfl | hx
  · simp
  have hc0 : 0 ≤ c := by
    by_contra h
    have := mul_neg_of_neg_of_pos (not_le.1 h) (norm_pos_iff.2 hx)
    linarith [hc x, norm_nonneg (H x)]
  have hU0 : propagator H 0 x = x := by simp [propagator, NormedSpace.exp_zero]
  have hT0 : ∀ n, taylorPropagator H n 0 x = x := fun n => by
    simp [taylorPropagator, sum_range_succ']
  induction N generalizing t with
  | zero =>
    -- the derivative of the first remainder is controlled by norm conservation
    refine norm_le_of_deriv (f := fun s => propagator H s x - taylorPropagator H 0 s x)
      (f' := fun s => (-Complex.I) • H (propagator H s x)) 0 (fun s => ?_)
      (by simp [hU0, hT0]) (fun s => ?_) t
    · simpa [taylorPropagator] using (propagator_schrodinger H x s).sub_const x
    · simpa [norm_smul, norm_propagator hH] using hc (propagator H s x)
  | succ N ih =>
    -- each remainder is driven by the previous one
    refine norm_le_of_deriv (f := fun s => propagator H s x - taylorPropagator H (N + 1) s x)
      (f' := fun s => (-Complex.I) • H (propagator H s x - taylorPropagator H N s x)) (N + 1)
      (fun s => ?_) (by simp [hU0, hT0]) (fun s => ?_) t
    · refine ((propagator_schrodinger H x s).fun_sub
        (taylorPropagator_deriv H N x s)).congr_deriv ?_
      rw [← smul_sub, ← map_sub]
    · rw [norm_smul, norm_neg, Complex.norm_I, one_mul]
      exact (hc _).trans (mul_le_mul_of_nonneg_left (ih s) hc0)
```

The hypotheses are Hermiticity `hH` and the bound `hc`; the conclusion holds for every natural $N$, every real $t$ of either sign and every state $x$.

Write $R_N(t)=U(t)x-T_N(t)x$. At time zero both terms equal $x$, so $R_N(0)=0$. For $N=0$ the Taylor sum is the constant $x$, hence
$$R_0'(t)=-iH\,U(t)x,\qquad \|R_0'(t)\|\le c\,\|U(t)x\|=c\,\|x\|.$$
The growth estimate with $n=0$ and $M=\|x\|$ gives $\|R_0(t)\|\le c|t|\,\|x\|$. For higher orders, subtracting the two derivative formulas gives
$$R_{N+1}'(t)=-iH\,R_N(t),\qquad \|R_{N+1}'(t)\|\le c\,\frac{(c|t|)^{N+1}}{(N+1)!}\|x\|,$$
where the bound on $R_N$ has been inserted. The growth estimate with $n=N+1$ turns this into the bound for $R_{N+1}$.

The `induction` block has these two cases, and each calls `norm_le_of_deriv`. Beforehand, Lean treats $x=0$ separately and deduces $c\ge0$ from $0\le\|Hx\|\le c\|x\|$ for $x\neq0$.

Bounding the omitted terms one by one would give $\sum_{k>N}\frac{(c|t|)^k}{k!}\|x\|$, which is often estimated further by the present bound times $e^{c|t|}$. No such factor arises here, because the induction starts from $\|U(t)x\|=\|x\|$, which uses Hermiticity.

```lean
/-- For Hermitian `H` with `‖Hy‖ ≤ c‖y‖` for all `y`, the Taylor error is at least the norm of the
first omitted term minus `(c|t|)^(N+2)/(N+2)! ‖x‖`. -/
theorem taylor_error_lower {H : E →L[ℂ] E} (hH : (H : E →ₗ[ℂ] E).IsSymmetric) {c : ℝ}
    (hc : ∀ y, ‖H y‖ ≤ c * ‖y‖) (N : ℕ) (t : ℝ) (x : E) :
    |t| ^ (N + 1) / ((N + 1).factorial : ℝ) * ‖(H ^ (N + 1)) x‖ -
      (c * |t|) ^ (N + 2) / ((N + 2).factorial : ℝ) * ‖x‖ ≤
      ‖propagator H t x - taylorPropagator H N t x‖ := by
  have h1 := taylor_error hH hc (N + 1) t x
  have h2 := norm_sub_le (propagator H t x - taylorPropagator H N t x)
    (propagator H t x - taylorPropagator H (N + 1) t x)
  rw [sub_sub_sub_cancel_left, taylorPropagator_succ, add_sub_cancel_left, norm_smul, norm_div,
    norm_pow, norm_neg, norm_mul, Complex.norm_I, one_mul, Complex.norm_real, Real.norm_eq_abs,
    Complex.norm_natCast, ← taylorPropagator_succ] at h2
  linarith
```

There is also a bound from below. The difference $R_N-R_{N+1}=T_{N+1}x-T_Nx$ is the first omitted term, so the triangle inequality gives
$$\frac{|t|^{N+1}}{(N+1)!}\|H^{N+1}x\|\le\|R_N(t)\|+\|R_{N+1}(t)\|.$$
Inserting the upper bound for $R_{N+1}$ and rearranging gives the theorem. For an eigenvector with $|\text{eigenvalue}|=c>0$, the lower bound is the upper bound times $1-c|t|/(N+2)$. This factor tends to $1$ as $t\to0$, so the prefactor $1/(N+1)!$ cannot be made smaller in a bound that holds for all $t$.

## Many short steps

```lean
/-- For Hermitian `H`, propagating by `a` and then by `s` is propagating by `s + a`. -/
theorem propagator_add {H : E →L[ℂ] E} (hH : (H : E →ₗ[ℂ] E).IsSymmetric) (s a : ℝ) (x : E) :
    propagator H (s + a) x = propagator H s (propagator H a x) := by
  -- the difference solves the Schrödinger equation and starts at zero
  have h := norm_conserved hH
    (ψ := fun r => propagator H (r + a) x - propagator H r (propagator H a x))
    (fun r => (((propagator_schrodinger H x (r + a)).comp_add_const r a).fun_sub
      (propagator_schrodinger H (propagator H a x) r)).congr_deriv
        (by rw [← smul_sub, ← map_sub])) s
  have h0 : propagator H 0 (propagator H a x) = propagator H a x := by
    simp [propagator, NormedSpace.exp_zero]
  simp only [zero_add, h0, sub_self, norm_zero] at h
  exact sub_eq_zero.1 (norm_eq_zero.1 h)
```

This is $U(s+a)x=U(s)U(a)x$. For fixed $a$, the difference of the two sides solves the Schrödinger equation in $s$ and vanishes at $s=0$. Its norm is conserved, so it vanishes for all $s$.

```lean
/-- For Hermitian `H` with `‖Hy‖ ≤ c‖y‖` for all `y`, after `m` Taylor steps of length `t` the error
is at most `((1+δ)^m - 1)‖x‖`, where `δ = (c|t|)^(N+1)/(N+1)!`. -/
theorem taylor_steps_error {H : E →L[ℂ] E} (hH : (H : E →ₗ[ℂ] E).IsSymmetric) {c : ℝ}
    (hc : ∀ y, ‖H y‖ ≤ c * ‖y‖) (N m : ℕ) (t : ℝ) (x : E) :
    ‖propagator H (m * t) x - (taylorPropagator H N t ^ m) x‖ ≤
      ((1 + (c * |t|) ^ (N + 1) / ((N + 1).factorial : ℝ)) ^ m - 1) * ‖x‖ := by
  rcases eq_or_ne x 0 with rfl | hx
  · simp
  have hstep := taylor_error hH hc N t
  have hδ : 0 ≤ (c * |t|) ^ (N + 1) / ((N + 1).factorial : ℝ) := by
    by_contra h
    have := mul_neg_of_neg_of_pos (not_le.1 h) (norm_pos_iff.2 hx)
    linarith [hstep x, norm_nonneg (propagator H t x - taylorPropagator H N t x)]
  generalize (c * |t|) ^ (N + 1) / ((N + 1).factorial : ℝ) = δ at hstep hδ ⊢
  induction m with
  | zero => simp [propagator, NormedSpace.exp_zero]
  | succ m ih =>
    have hU : propagator H ((m + 1 : ℕ) * t) x = propagator H t (propagator H (m * t) x) := by
      rw [← propagator_add hH]
      congr 2
      push_cast
      ring
    have hT : (taylorPropagator H N t ^ (m + 1)) x =
        taylorPropagator H N t ((taylorPropagator H N t ^ m) x) := by rw [pow_succ']; rfl
    rw [hU, hT]
    set u := propagator H (m * t) x with hu
    set v := (taylorPropagator H N t ^ m) x
    have hv : ‖v‖ ≤ (1 + δ) ^ m * ‖x‖ := by
      have h1 := norm_sub_le u (u - v)
      rw [sub_sub_cancel] at h1
      have h2 : ‖u‖ = ‖x‖ := norm_propagator hH _ x
      linarith
    -- old error, carried along isometrically, plus the new one-step error
    have hsplit : propagator H t u - taylorPropagator H N t v =
        propagator H t (u - v) + (propagator H t v - taylorPropagator H N t v) := by
      rw [map_sub]
      abel
    calc ‖propagator H t u - taylorPropagator H N t v‖
        ≤ ‖u - v‖ + δ * ‖v‖ := by
          rw [hsplit]
          refine (norm_add_le _ _).trans ?_
          rw [norm_propagator hH]
          linarith [hstep v]
      _ ≤ ((1 + δ) ^ m - 1) * ‖x‖ + δ * ((1 + δ) ^ m * ‖x‖) :=
          add_le_add ih (mul_le_mul_of_nonneg_left hv hδ)
      _ = ((1 + δ) ^ (m + 1) - 1) * ‖x‖ := by ring

end

end TaylorPropagation
```

Now $m$ Taylor steps of length $t$ are compared with the exact evolution over the total time $mt$. Let $\delta=(c|t|)^{N+1}/(N+1)!$ be the one-step bound, $u_m=U(mt)x$, $v_m=T_N(t)^m x$ and $e_m=\|u_m-v_m\|$. Then
$$u_{m+1}-v_{m+1}=U(t)(u_m-v_m)+\bigl(U(t)-T_N(t)\bigr)v_m.$$
The first term has norm $e_m$, because $U(t)$ preserves norms, and the second has norm at most $\delta\|v_m\|$.

The induction starts from $e_0=0$ and assumes $e_m\le((1+\delta)^m-1)\|x\|$. Then $\|v_m\|\le\|u_m\|+e_m\le(1+\delta)^m\|x\|$, and
$$e_{m+1}\le\bigl((1+\delta)^m-1\bigr)\|x\|+\delta(1+\delta)^m\|x\|=\bigl((1+\delta)^{m+1}-1\bigr)\|x\|.$$
In the code, `hsplit` is the decomposition, `hv` bounds $\|v_m\|$, and the `calc` block is the last chain of inequalities. When $m\delta$ is small, the bound is close to $m\delta\|x\|$: the one-step bounds simply add up.

```lean
#print axioms TaylorPropagation.taylor_error
-- 'TaylorPropagation.taylor_error' depends on axioms: [propext, Classical.choice, Quot.sound]
#print axioms TaylorPropagation.taylor_error_lower
-- 'TaylorPropagation.taylor_error_lower' depends on axioms: [propext, Classical.choice, Quot.sound]
#print axioms TaylorPropagation.taylor_steps_error
-- 'TaylorPropagation.taylor_steps_error' depends on axioms: [propext, Classical.choice, Quot.sound]
```
